# The sum of the normal-mode angular frequencies of a stable harmonic system is at most the sum of the square roots of its diagonal mass-weighted force constants in any orthonormal basis

For a real positive semidefinite matrix `A` of finite size and a real orthogonal matrix `U` of the same size, `frequencySum_le_diagonal` states that the square roots of the eigenvalues of `A`, counted with multiplicity, add up to at most the sum of the square roots of the diagonal elements of `Uᵀ * A * U`. If `A` is the mass-weighted force-constant matrix of a harmonic system, the left side is the sum of its normal-mode angular frequencies. The attempt diagonalises `A` and writes each diagonal element as an average of the eigenvalues, weighted by squared overlaps between the two bases. It then applies the concavity of the square root to each average and sums over the basis, using that the weights form a doubly stochastic matrix.

As first written in Lean, the proof fails:

```lean
import Mathlib

open Matrix Finset

namespace FrequencySumLeDiagonal

noncomputable section

variable {n : Type*} [Fintype n] [DecidableEq n]

/-- The sum of the square roots of the real eigenvalues of `D`, counted with multiplicity as roots
of the characteristic polynomial; a negative eigenvalue contributes zero. -/
def frequencySum (D : Matrix n n ℝ) : ℝ := (D.charpoly.roots.map Real.sqrt).sum

/-- A real positive semidefinite matrix is diagonal in some orthonormal basis, with non-negative
entries whose square roots add up to the frequency sum. -/
theorem normal_modes {A : Matrix n n ℝ} (hA : A.PosSemidef) :
    ∃ (U : Matrix n n ℝ) (w : n → ℝ), Uᵀ * U = 1 ∧ (∀ i, 0 ≤ w i) ∧
      A = U * diagonal w * Uᵀ ∧ frequencySum A = ∑ i, √(w i) := by
  have h := hA.isHermitian
  have hU : (h.eigenvectorUnitary : Matrix n n ℝ)ᵀ * (h.eigenvectorUnitary : Matrix n n ℝ) = 1 := by
    have h1 := Matrix.mem_unitaryGroup_iff'.mp h.eigenvectorUnitary.2
    rwa [Matrix.star_eq_conjTranspose, conjTranspose_eq_transpose_of_trivial] at h1
  -- the eigenvalue equations, collected column by column
  have hAU : A * (h.eigenvectorUnitary : Matrix n n ℝ)
      = (h.eigenvectorUnitary : Matrix n n ℝ) * diagonal h.eigenvalues := by
    ext i j
    have h2 := congrFun (h.mulVec_eigenvectorBasis j) i
    rw [Matrix.mul_diagonal]
    simpa [Matrix.mul_apply, Matrix.mulVec, dotProduct, mul_comm] using h2
  refine ⟨h.eigenvectorUnitary, h.eigenvalues, hU, hA.eigenvalues_nonneg, ?_, ?_⟩
  · rw [← hAU, Matrix.mul_assoc, mul_eq_one_comm.mp hU, Matrix.mul_one]
  · rw [frequencySum, h.roots_charpoly_eq_eigenvalues, Multiset.map_map]
    rfl

/-- Every real positive semidefinite `Φ` has a positive semidefinite square root, whose trace is
the frequency sum of `Φ`. -/
theorem exists_root {Φ : Matrix n n ℝ} (hΦ : Φ.PosSemidef) :
    ∃ S : Matrix n n ℝ, S.PosSemidef ∧ S * S = Φ ∧ S.trace = frequencySum Φ := by
  obtain ⟨U, w, hU, hw, h, hs⟩ := normal_modes hΦ
  refine ⟨U * diagonal (fun i => √(w i)) * Uᵀ, ?_, ?_, ?_⟩
  · have h1 := (posSemidef_diagonal_iff.mpr
      (fun i => Real.sqrt_nonneg (w i))).mul_mul_conjTranspose_same U
    rwa [conjTranspose_eq_transpose_of_trivial] at h1
  · calc _ = U * (diagonal (fun i => √(w i)) * (Uᵀ * U) * diagonal (fun i => √(w i))) * Uᵀ := by
          simp only [Matrix.mul_assoc]
      _ = Φ := by
          rw [hU, Matrix.mul_one, diagonal_mul_diagonal, h]
          simp only [Real.mul_self_sqrt (hw _)]
  · rw [Matrix.trace_mul_comm, ← Matrix.mul_assoc, hU, Matrix.one_mul, trace_diagonal, hs]

/-- For positive semidefinite `A` and any orthonormal basis, the square roots of the diagonal
elements of `A` add up to at least the frequency sum. -/
theorem frequencySum_le_diagonal {A U : Matrix n n ℝ} (hA : A.PosSemidef) (hU : Uᵀ * U = 1) :
    frequencySum A ≤ ∑ i, √((Uᵀ * A * U) i i) := by
  obtain ⟨V, w, hV, hw, hAV⟩ := normal_modes hA
  obtain ⟨P, hPdef⟩ : ∃ P, P = Uᵀ * V := ⟨_, rfl⟩
  have hP : Pᵀ * P = 1 := by
    calc Pᵀ * P = Vᵀ * (U * Uᵀ) * V := by
          rw [hPdef, transpose_mul, transpose_transpose]
          simp only [Matrix.mul_assoc]
      _ = 1 := by rw [mul_eq_one_comm.mp hU, Matrix.mul_one, hV]
  -- the squared overlaps form a doubly stochastic matrix
  have col : ∀ j, ∑ i, P i j ^ 2 = 1 := fun j => by
    have h := congrFun (congrFun hP j) j
    simpa [Matrix.mul_apply, sq] using h
  have row : ∀ i, ∑ j, P i j ^ 2 = 1 := fun i => by
    have h := congrFun (congrFun (mul_eq_one_comm.mp hP) i) i
    simpa [Matrix.mul_apply, sq] using h
  have hd : ∀ i, (Uᵀ * A * U) i i = ∑ j, P i j ^ 2 * w j := fun i => by
    have h : Uᵀ * A * U = P * diagonal w * Pᵀ := by
      rw [hAV, hPdef, transpose_mul, transpose_transpose]
      simp only [Matrix.mul_assoc]
    rw [h, Matrix.mul_apply]
    refine Finset.sum_congr rfl fun j _ => ?_
    rw [Matrix.mul_diagonal, Matrix.transpose_apply]
    ring
  calc frequencySum A = ∑ j, √(w j) := by rw [hAV, frequencySum_modes hV]
    _ = ∑ j, ∑ i, P i j ^ 2 * √(w j) := by
        refine Finset.sum_congr rfl fun j _ => ?_
        rw [← Finset.sum_mul, col, one_mul]
    _ = ∑ i, ∑ j, P i j ^ 2 * √(w j) := Finset.sum_comm
    _ ≤ ∑ i, √((Uᵀ * A * U) i i) := by
        refine Finset.sum_le_sum fun i _ => ?_
        rw [hd]
        have h := Real.strictConcaveOn_sqrt.concaveOn.le_map_sum (t := univ)
          (w := fun j => P i j ^ 2) (p := w) (fun j _ => sq_nonneg _) (row i) (fun j _ => hw j)
        simpa only [smul_eq_mul] using h

end

end FrequencySumLeDiagonal
```

The compiler's answer:

```
Main.lean:68:23: error: Application type mismatch: The argument
  congrFun (mul_eq_one_comm.mp ?m.291) i
has type
  (?m.288 * ?m.287) i = 1 i
but is expected to have type
  ?m.278 = ?m.279
in the application
  congrFun (congrFun (mul_eq_one_comm.mp ?m.291) i)
Main.lean:67:2: error: stuck at solving universe constraint
  ?u.175 + 1 =?= imax (u_1 + 1) ?u.173
while trying to unify
  Eq.{imax (u_1 + 1) ?u.173} (HMul.hMul.{?u.175, ?u.175, ?u.175} ?m.288 ?m.287) (OfNat.ofNat.{?u.175} 1) : Prop
with
  Eq.{?u.175 + 1} (HMul.hMul.{?u.175, ?u.175, ?u.175} ?m.288 ?m.287) (OfNat.ofNat.{?u.175} 1) : Prop
Main.lean:55:46: error: stuck at solving universe constraint
  ?u.175 + 1 =?= imax (u_1 + 1) ?u.173
while trying to unify
  Eq.{imax (u_1 + 1) ?u.173} (HMul.hMul.{?u.175, ?u.175, ?u.175} ?m.288 ?m.287) (OfNat.ofNat.{?u.175} 1) : Prop
with
  Eq.{?u.175 + 1} (HMul.hMul.{?u.175, ?u.175, ?u.175} ?m.288 ?m.287) (OfNat.ofNat.{?u.175} 1) : Prop
```

All three messages come from `congrFun (congrFun (mul_eq_one_comm.mp hP) i) i` in `row`. `congrFun` expects an equality of functions, and Lean matches `mul_eq_one_comm` against that before it has used `hP`, which the first message still shows as `?m.291`. So it doesn't yet know that the product is one of matrices, and it can't solve the universe constraint that comes from taking the unknown type to be a function type. The other two messages report this constraint.

The repair gives the type first, in `have hUU : U * Uᵀ = 1 := mul_eq_one_comm.mp hU`, and has no need of `row`.

The rest of the diff is a new proof. The old one had two more faults, which the messages don't mention: `hAV` holds two statements joined by "and", so `rw` can't use it as an equation, and `frequencySum_modes` isn't declared in the file. The new proof takes the square root `S` of `A` from `exists_root` and sets `M = Uᵀ * S * U`. The trace of `M` is the frequency sum, and each diagonal element of `M` is at most the square root of that of `Uᵀ * A * U`.

This version goes through:

```diff
@@ -54,37 +54,25 @@
 theorem frequencySum_le_diagonal {A U : Matrix n n ℝ} (hA : A.PosSemidef) (hU : Uᵀ * U = 1) :
     frequencySum A ≤ ∑ i, √((Uᵀ * A * U) i i) := by
-  obtain ⟨V, w, hV, hw, hAV⟩ := normal_modes hA
-  obtain ⟨P, hPdef⟩ : ∃ P, P = Uᵀ * V := ⟨_, rfl⟩
-  have hP : Pᵀ * P = 1 := by
-    calc Pᵀ * P = Vᵀ * (U * Uᵀ) * V := by
-          rw [hPdef, transpose_mul, transpose_transpose]
+  obtain ⟨S, hS, hSS, ht⟩ := exists_root hA
+  have hT : Sᵀ = S := by
+    rw [← conjTranspose_eq_transpose_of_trivial]
+    exact hS.isHermitian.eq
+  have hUU : U * Uᵀ = 1 := mul_eq_one_comm.mp hU
+  -- `M` is the square root of `A` in the new basis
+  obtain ⟨M, hM⟩ : ∃ M, M = Uᵀ * S * U := ⟨_, rfl⟩
+  have hMM : Uᵀ * A * U = M * Mᵀ := by
+    calc Uᵀ * A * U = Uᵀ * S * (U * Uᵀ) * S * U := by
+          rw [hUU, Matrix.mul_one, ← hSS]
           simp only [Matrix.mul_assoc]
-      _ = 1 := by rw [mul_eq_one_comm.mp hU, Matrix.mul_one, hV]
-  -- the squared overlaps form a doubly stochastic matrix
-  have col : ∀ j, ∑ i, P i j ^ 2 = 1 := fun j => by
-    have h := congrFun (congrFun hP j) j
-    simpa [Matrix.mul_apply, sq] using h
-  have row : ∀ i, ∑ j, P i j ^ 2 = 1 := fun i => by
-    have h := congrFun (congrFun (mul_eq_one_comm.mp hP) i) i
-    simpa [Matrix.mul_apply, sq] using h
-  have hd : ∀ i, (Uᵀ * A * U) i i = ∑ j, P i j ^ 2 * w j := fun i => by
-    have h : Uᵀ * A * U = P * diagonal w * Pᵀ := by
-      rw [hAV, hPdef, transpose_mul, transpose_transpose]
-      simp only [Matrix.mul_assoc]
-    rw [h, Matrix.mul_apply]
-    refine Finset.sum_congr rfl fun j _ => ?_
-    rw [Matrix.mul_diagonal, Matrix.transpose_apply]
-    ring
-  calc frequencySum A = ∑ j, √(w j) := by rw [hAV, frequencySum_modes hV]
-    _ = ∑ j, ∑ i, P i j ^ 2 * √(w j) := by
-        refine Finset.sum_congr rfl fun j _ => ?_
-        rw [← Finset.sum_mul, col, one_mul]
-    _ = ∑ i, ∑ j, P i j ^ 2 * √(w j) := Finset.sum_comm
-    _ ≤ ∑ i, √((Uᵀ * A * U) i i) := by
-        refine Finset.sum_le_sum fun i _ => ?_
-        rw [hd]
-        have h := Real.strictConcaveOn_sqrt.concaveOn.le_map_sum (t := univ)
-          (w := fun j => P i j ^ 2) (p := w) (fun j _ => sq_nonneg _) (row i) (fun j _ => hw j)
-        simpa only [smul_eq_mul] using h
+      _ = M * Mᵀ := by
+          rw [hM, transpose_mul, transpose_mul, transpose_transpose, hT]
+          simp only [Matrix.mul_assoc]
+  have htr : M.trace = S.trace := by
+    rw [hM, Matrix.trace_mul_comm, ← Matrix.mul_assoc, hUU, Matrix.one_mul]
+  rw [← ht, ← htr, hMM]
+  refine Finset.sum_le_sum fun i _ => (le_abs_self _).trans (Real.abs_le_sqrt ?_)
+  rw [Matrix.mul_apply, sq]
+  exact Finset.single_le_sum (f := fun j => M i j * Mᵀ j i)
+    (fun j _ => mul_self_nonneg (M i j)) (Finset.mem_univ i)
 
 end
```
